# The free-energy excess bounds the distance of finite-state populations from equilibrium

Let $i$ label finitely many states with energies $E_i$, and let $\theta=k_BT>0$ be the thermal energy, in the same units as $E_i$. Populations $p_i$ are nonnegative and sum to one. Logarithms are natural, and $0\ln 0=0$. The Gibbs (equilibrium) populations $g_i$, the partition function $Z$ and the free energy $F(p)$ are

$$g_i=\frac{e^{-E_i/\theta}}{Z},\qquad Z=\sum_i e^{-E_i/\theta},\qquad F(p)=\sum_i\left(p_iE_i+\theta\,p_i\ln p_i\right).$$

For strictly positive populations $q$, the relative entropy is $D(p\|q)=\sum_i p_i\ln(p_i/q_i)$. Write $S=\sum_i|p_i-q_i|$, which is twice the total variation distance. Pinsker's inequality and its thermodynamic form are

$$D(p\|q)\ge\tfrac12S^2,\qquad F(p)-F(g)\ge\frac{\theta}{2}\Big(\sum_i|p_i-g_i|\Big)^2.$$

## A stopping criterion for population kinetics

Suppose that a master-equation code stops when $F(p)-F(g)\le\varepsilon$. The summed population error is then at most $\sqrt{2\varepsilon/\theta}$. Because of the square root, an excess of $10^{-8}\,\theta$ guarantees only that this error is at most about $1.4\times10^{-4}$; it may be much smaller.

For open quantum systems, this applies to finitely many levels whose density matrix is diagonal in the energy basis; coherences are not covered.

## From a logarithm bound to convergence

For $t>0$, set

$$f(t)=\ln t-\frac{(t-1)(5t+1)}{2t(t+2)}.$$

Differentiation gives

$$f'(t)=\frac1t-\frac{7t^2+t+1}{t^2(t+2)^2}=\frac{(t-1)^3}{t^2(t+2)^2}.$$

So $f$ falls before $t=1$ and rises after it. Since $f(1)=0$, we have $f\ge0$.

For $p_i>0$, put $t=p_i/q_i$ and multiply by $p_i$:

$$p_i\ln\frac{p_i}{q_i}\ge\frac{(p_i-q_i)(5p_i+q_i)}{2(p_i+2q_i)}.$$

Subtracting $p_i-q_i$ from both sides leaves

$$p_i\ln\frac{p_i}{q_i}-p_i+q_i\ge\frac32\,\frac{(p_i-q_i)^2}{p_i+2q_i}.$$

For $p_i=0$ this reads $q_i\ge\tfrac34q_i$. On summation the linear terms cancel. The weights $p_i+2q_i$ total 3, so Cauchy–Schwarz gives

$$D(p\|q)\ge\frac32\sum_i\frac{(p_i-q_i)^2}{p_i+2q_i}\ge\frac32\cdot\frac{S^2}{3}=\frac12S^2.$$

Hence $D(p\|q)=0$ forces $p=q$; the converse follows from $\ln1=0$.

For the Gibbs state, $E_i=-\theta\ln g_i-\theta\ln Z$. Substitution gives $F(p)=\theta D(p\|g)-\theta\ln Z$ and $F(g)=-\theta\ln Z$, so the excess is $\theta D(p\|g)$.

For a family of populations $P_{a,i}$, each deviation satisfies

$$|P_{a,i}-g_i|\le\sqrt{2(F(P_a)-F(g))/\theta}.$$

If $F(P_a)\to F(g)$, the populations therefore converge to $g$. Conversely, $x\ln x$ is continuous on $[0,\infty)$, so convergence of the populations implies convergence of $F$.

## The Lean file

```lean
import Mathlib

open Filter Topology

namespace PinskerFreeEnergy

noncomputable section

variable {ι : Type*} [Fintype ι]

/-- Populations of a finite set of states: nonnegative numbers with sum one. -/
def IsPopulation (p : ι → ℝ) : Prop := (∀ i, 0 ≤ p i) ∧ ∑ i, p i = 1

/-- Relative entropy `∑ p_i ln (p_i / q_i)`, for nonnegative `p` and strictly positive `q`. -/
def relEntropy (p q : ι → ℝ) : ℝ := ∑ i, p i * Real.log (p i / q i)

/-- Partition function at thermal energy `θ = k_B T`, for `θ ≠ 0`. -/
def partitionFn (E : ι → ℝ) (θ : ℝ) : ℝ := ∑ i, Real.exp (-E i / θ)

/-- Gibbs populations at thermal energy `θ ≠ 0`, on a nonempty set of states. -/
def gibbs (E : ι → ℝ) (θ : ℝ) (i : ι) : ℝ := Real.exp (-E i / θ) / partitionFn E θ

/-- Nonequilibrium free energy: mean energy minus temperature times entropy. -/
def freeEnergy (E : ι → ℝ) (θ : ℝ) (p : ι → ℝ) : ℝ :=
  ∑ i, (p i * E i + θ * (p i * Real.log (p i)))

/-- A rational lower bound for the logarithm on the positive half-line. -/
theorem rational_le_log {t : ℝ} (ht : 0 < t) :
    (t - 1) * (5 * t + 1) / (2 * t * (t + 2)) ≤ Real.log t := by
  obtain ⟨f, hf⟩ : ∃ f : ℝ → ℝ, f = fun x =>
    Real.log x - (x - 1) * (5 * x + 1) / (2 * x * (x + 2)) := ⟨_, rfl⟩
  -- the derivative of the difference has the sign of x - 1
  have hd : ∀ x : ℝ, 0 < x → HasDerivAt f ((x - 1) ^ 3 / (x ^ 2 * (x + 2) ^ 2)) x := by
    intro x hx
    have h1 : HasDerivAt (fun y : ℝ => (y - 1) * (5 * y + 1))
        (1 * (5 * x + 1) + (x - 1) * (5 * 1)) x :=
      ((hasDerivAt_id' x).sub_const 1).fun_mul
        (((hasDerivAt_id' x).const_mul 5).add_const 1)
    have h2 : HasDerivAt (fun y : ℝ => 2 * y * (y + 2))
        (2 * 1 * (x + 2) + 2 * x * 1) x :=
      ((hasDerivAt_id' x).const_mul 2).fun_mul ((hasDerivAt_id' x).add_const 2)
    have hx2 : x + 2 ≠ 0 := by positivity
    have hne : 2 * x * (x + 2) ≠ 0 := by positivity
    rw [hf]
    refine ((Real.hasDerivAt_log hx.ne').fun_sub (h1.fun_div h2 hne)).congr_deriv ?_
    field_simp
    ring
  have h1 : f 1 = 0 := by simp [hf]
  have key : f 1 ≤ f t := by
    rcases le_total 1 t with h | h
    · have hm : MonotoneOn f (Set.Icc 1 t) := by
        refine monotoneOn_of_deriv_nonneg (convex_Icc 1 t)
          (fun x hx => (hd x (by linarith [hx.1])).continuousAt.continuousWithinAt)
          (fun x hx => ?_) (fun x hx => ?_)
        · have h' : x ∈ Set.Icc 1 t := interior_subset hx
          exact (hd x (by linarith [h'.1])).differentiableAt.differentiableWithinAt
        · have h' : x ∈ Set.Icc 1 t := interior_subset hx
          rw [(hd x (by linarith [h'.1])).deriv]
          exact div_nonneg (pow_nonneg (by linarith [h'.1]) 3) (by positivity)
      exact hm ⟨le_refl 1, h⟩ ⟨h, le_refl t⟩ h
    · have hm : AntitoneOn f (Set.Icc t 1) := by
        refine antitoneOn_of_deriv_nonpos (convex_Icc t 1)
          (fun x hx => (hd x (by linarith [hx.1])).continuousAt.continuousWithinAt)
          (fun x hx => ?_) (fun x hx => ?_)
        · have h' : x ∈ Set.Icc t 1 := interior_subset hx
          exact (hd x (by linarith [h'.1])).differentiableAt.differentiableWithinAt
        · have h' : x ∈ Set.Icc t 1 := interior_subset hx
          rw [(hd x (by linarith [h'.1])).deriv]
          refine div_nonpos_of_nonpos_of_nonneg ?_ (by positivity)
          nlinarith [mul_nonneg (sub_nonneg.2 h'.2) (sq_nonneg (x - 1))]
      exact hm ⟨le_refl t, h⟩ ⟨h, le_refl 1⟩ h
  rw [h1] at key
  simp only [hf] at key
  linarith

/-- The contribution of one state to the relative entropy, corrected by `q - p`,
dominates a weighted squared population difference. -/
theorem state_bound {p q : ℝ} (hp : 0 ≤ p) (hq : 0 < q) :
    3 / 2 * ((p - q) ^ 2 / (p + 2 * q)) ≤ p * Real.log (p / q) - p + q := by
  rcases hp.eq_or_lt with rfl | hp'
  · have h : (0 - q) ^ 2 / (0 + 2 * q) = q / 2 := by
      rw [div_eq_iff (by positivity)]
      ring
    rw [h, zero_mul]
    linarith
  · have h := mul_le_mul_of_nonneg_left (rational_le_log (div_pos hp' hq)) hp
    have e : p * ((p / q - 1) * (5 * (p / q) + 1) / (2 * (p / q) * (p / q + 2)))
        = 3 / 2 * ((p - q) ^ 2 / (p + 2 * q)) + p - q := by
      have h1 : p + 2 * q ≠ 0 := by positivity
      have h2 : p / q + 2 ≠ 0 := by positivity
      field_simp
      ring
    linarith

/-- Pinsker's inequality: the relative entropy is at least half the square of the
total absolute population difference. -/
theorem pinsker {p q : ι → ℝ} (hp : IsPopulation p) (hq : ∀ i, 0 < q i)
    (hq1 : ∑ i, q i = 1) :
    1 / 2 * (∑ i, |p i - q i|) ^ 2 ≤ relEntropy p q := by
  -- Cauchy-Schwarz with weights p + 2q, whose total is 3
  have hcs := Finset.sq_sum_div_le_sum_sq_div Finset.univ (fun i => |p i - q i|)
    (g := fun i => p i + 2 * q i)
    (fun i _ => add_pos_of_nonneg_of_pos (hp.1 i) (mul_pos two_pos (hq i)))
  have hsum : ∑ i, (p i + 2 * q i) = 3 := by
    rw [Finset.sum_add_distrib, ← Finset.mul_sum, hp.2, hq1]
    norm_num
  simp only [sq_abs] at hcs
  rw [hsum] at hcs
  have hD := Finset.sum_le_sum fun i (_ : i ∈ Finset.univ) => state_bound (hp.1 i) (hq i)
  rw [← Finset.mul_sum, Finset.sum_add_distrib, Finset.sum_sub_distrib, hp.2, hq1] at hD
  unfold relEntropy
  linarith

/-- The relative entropy of two populations, the second strictly positive, vanishes
exactly when they coincide. -/
theorem relEntropy_eq_zero_iff {p q : ι → ℝ} (hp : IsPopulation p) (hq : ∀ i, 0 < q i)
    (hq1 : ∑ i, q i = 1) : relEntropy p q = 0 ↔ p = q := by
  constructor
  · intro h
    have hP := pinsker hp hq hq1
    rw [h] at hP
    have hS : ∑ i, |p i - q i| = 0 := by
      refine pow_eq_zero_iff two_ne_zero |>.1 (le_antisymm (by linarith) (sq_nonneg _))
    funext i
    have hi := (Finset.sum_eq_zero_iff_of_nonneg fun i _ => abs_nonneg (p i - q i)).1 hS i
      (Finset.mem_univ i)
    exact sub_eq_zero.1 (abs_eq_zero.1 hi)
  · rintro rfl
    exact Finset.sum_eq_zero fun i _ => by rw [div_self (hq i).ne', Real.log_one, mul_zero]

/-- The Gibbs populations are strictly positive and sum to one. -/
theorem gibbs_population [Nonempty ι] (E : ι → ℝ) (θ : ℝ) :
    (∀ i, 0 < gibbs E θ i) ∧ ∑ i, gibbs E θ i = 1 := by
  have hZ : 0 < partitionFn E θ :=
    Finset.sum_pos (fun i _ => Real.exp_pos _) Finset.univ_nonempty
  refine ⟨fun i => div_pos (Real.exp_pos _) hZ, ?_⟩
  unfold gibbs
  rw [← Finset.sum_div]
  exact div_self hZ.ne'

/-- The free-energy excess over the Gibbs state is the thermal energy times the
relative entropy to the Gibbs state. -/
theorem freeEnergy_excess [Nonempty ι] (E : ι → ℝ) {θ : ℝ} (hθ : 0 < θ) {p : ι → ℝ}
    (hp : IsPopulation p) :
    freeEnergy E θ p - freeEnergy E θ (gibbs E θ) = θ * relEntropy p (gibbs E θ) := by
  obtain ⟨hg, hg1⟩ := gibbs_population E θ
  have hZ : 0 < partitionFn E θ :=
    Finset.sum_pos (fun i _ => Real.exp_pos _) Finset.univ_nonempty
  have main : ∀ r : ι → ℝ, IsPopulation r → freeEnergy E θ r
      = θ * relEntropy r (gibbs E θ) - θ * Real.log (partitionFn E θ) := by
    intro r hr
    have key : ∀ i, r i * E i + θ * (r i * Real.log (r i))
        = θ * (r i * Real.log (r i / gibbs E θ i))
          - θ * Real.log (partitionFn E θ) * r i := by
      intro i
      by_cases h : r i = 0
      · simp [h]
      · have hl : Real.log (gibbs E θ i) = -E i / θ - Real.log (partitionFn E θ) := by
          unfold gibbs
          rw [Real.log_div (Real.exp_ne_zero _) hZ.ne', Real.log_exp]
        have hc : θ * (-E i / θ) = -E i := by field_simp
        rw [Real.log_div h (hg i).ne', hl]
        linear_combination r i * hc
    unfold freeEnergy relEntropy
    rw [Finset.sum_congr rfl (fun i _ => key i), Finset.sum_sub_distrib,
      ← Finset.mul_sum, ← Finset.mul_sum, hr.2, mul_one]
  have hgp : IsPopulation (gibbs E θ) := ⟨fun i => (hg i).le, hg1⟩
  rw [main p hp, main _ hgp, (relEntropy_eq_zero_iff hgp hg hg1).2 rfl]
  ring

/-- The free-energy excess bounds the squared total deviation of the populations from
the Gibbs populations. -/
theorem freeEnergy_pinsker [Nonempty ι] (E : ι → ℝ) {θ : ℝ} (hθ : 0 < θ) {p : ι → ℝ}
    (hp : IsPopulation p) :
    θ / 2 * (∑ i, |p i - gibbs E θ i|) ^ 2
      ≤ freeEnergy E θ p - freeEnergy E θ (gibbs E θ) := by
  obtain ⟨hg, hg1⟩ := gibbs_population E θ
  rw [freeEnergy_excess E hθ hp]
  have h := mul_le_mul_of_nonneg_left (pinsker hp hg hg1) hθ.le
  linarith

/-- Along any family of populations, the free energy tends to its Gibbs value if and only
if the populations tend to the Gibbs populations. -/
theorem tendsto_freeEnergy_iff [Nonempty ι] (E : ι → ℝ) {θ : ℝ} (hθ : 0 < θ)
    {α : Type*} {l : Filter α} {P : α → ι → ℝ} (hP : ∀ a, IsPopulation (P a)) :
    Tendsto (fun a => freeEnergy E θ (P a)) l (𝓝 (freeEnergy E θ (gibbs E θ)))
      ↔ Tendsto P l (𝓝 (gibbs E θ)) := by
  constructor
  · intro h
    have h0 : Tendsto (fun a => √(2 * (freeEnergy E θ (P a)
        - freeEnergy E θ (gibbs E θ)) / θ)) l (𝓝 0) := by
      have h2 := (((h.sub_const (freeEnergy E θ (gibbs E θ))).const_mul 2).div_const θ).sqrt
      rwa [sub_self, mul_zero, zero_div, Real.sqrt_zero] at h2
    rw [tendsto_pi_nhds]
    intro i
    rw [tendsto_iff_dist_tendsto_zero]
    -- each deviation is at most the root of twice the free-energy excess divided by θ
    refine squeeze_zero (fun a => dist_nonneg) (fun a => ?_) h0
    rw [Real.dist_eq]
    apply Real.abs_le_sqrt
    have hi : |P a i - gibbs E θ i| ≤ ∑ j, |P a j - gibbs E θ j| :=
      Finset.single_le_sum (f := fun j => |P a j - gibbs E θ j|)
        (fun j _ => abs_nonneg _) (Finset.mem_univ i)
    have hs := pow_le_pow_left₀ (abs_nonneg _) hi 2
    rw [sq_abs] at hs
    refine hs.trans ?_
    rw [le_div_iff₀ hθ]
    linarith [freeEnergy_pinsker E hθ (hP a)]
  · intro h
    have hc : Continuous (fun p : ι → ℝ => freeEnergy E θ p) :=
      continuous_finsetSum _ fun i _ => ((continuous_apply i).mul continuous_const).add
        (continuous_const.mul (Real.continuous_mul_log.comp (continuous_apply i)))
    exact (hc.tendsto (gibbs E θ)).comp h

end

end PinskerFreeEnergy
```

```lean
#print axioms PinskerFreeEnergy.freeEnergy_excess
#print axioms PinskerFreeEnergy.tendsto_freeEnergy_iff
```

```
'PinskerFreeEnergy.freeEnergy_excess' depends on axioms: [propext, Classical.choice, Quot.sound]
'PinskerFreeEnergy.tendsto_freeEnergy_iff' depends on axioms: [propext, Classical.choice, Quot.sound]
```

## How the proof follows the calculation

`rational_le_log` verifies the derivative with `field_simp` and `ring`, then applies monotonicity on either side of 1. `state_bound` treats zero and positive population separately. `pinsker` sums these bounds, and `relEntropy_eq_zero_iff` settles the case of equality to zero.

`gibbs_population` supplies positivity and normalisation, `freeEnergy_excess` the identity with $D$, and `freeEnergy_pinsker` the thermodynamic bound. In `tendsto_freeEnergy_iff`, `squeeze_zero` carries out the forward limit and `Real.continuous_mul_log` gives the converse.

The proof turns on `Finset.sq_sum_div_le_sum_sq_div`, which is Cauchy–Schwarz in quotient form: for positive weights $w_i$,

$$\frac{(\sum_i x_i)^2}{\sum_i w_i}\le\sum_i\frac{x_i^2}{w_i}.$$

With $x_i=|p_i-q_i|$ and $w_i=p_i+2q_i$, its right side is the sum that `state_bound` controls. No square roots of weights are needed, and `linarith` can combine the two inequalities.

## Static bounds, without a relaxation law

In Lean, `ι` is the finite set of states, and `IsPopulation p` says that `p` is nonnegative and normalised. `pinsker` assumes strict positivity of `q`; for Gibbs populations this is proved, given `[Nonempty ι]`. In the limit theorem, `α` indexes the family and the filter `l` specifies the limit, for example time tending to infinity. Convergence of `P` is state by state.

No rate equation appears, so the file proves neither that the free energy decreases nor how fast. A decreasing free energy could level off above $F(g)$; the theorem needs convergence to $F(g)$ itself. Energies and temperature are fixed along the family.

The bounds concern exact real numbers. If a code finds the excess by subtracting two nearly equal free energies, with a rounding error of at most $\delta$, then a computed excess of at most $\varepsilon$ guarantees a summed population error of at most $\sqrt{2(\varepsilon+\delta)/\theta}$.
